# SPL correlation energies of fragments with positive, additive inputs add up only when the slope-to-drop ratios agree

If the inputs are additive, a size-consistency test of the Seidl–Perdew–Levy (SPL) correlation energy on copies of one fragment finds no error, and whoever stops there may later mistake an error of the formula for binding between unlike fragments. The file below gives that error exactly for any finite collection of fragments whose inputs are positive and additive, and shows that it lowers the energy of the whole unless all the ratios agree, in which case it is zero.

```lean
import Mathlib

open Finset

namespace SPLCorrelation

noncomputable section

/-- The SPL square root `√(1 + 2d/z)`, for `z > 0` and `d ≥ 0`. -/
def splRoot (z d : ℝ) : ℝ := √(1 + 2 * d / z)

/-- The SPL correlation integrand at coupling strength `l ≥ 0`. Here `z > 0` is its total drop
from zero to infinite coupling and `d > 0` is minus its slope at zero coupling. -/
def splIntegrand (z d l : ℝ) : ℝ := z * (1 / splRoot z (l * d) - 1)

/-- The SPL correlation energy, for `z > 0` and `d > 0`. -/
def splEc (z d : ℝ) : ℝ := z * ((splRoot z d - 1) * (z / d) - 1)

/-- The contribution of a fragment `(z, d)` to the size-consistency error when the whole system
has SPL root `S`, for `z > 0`, `d > 0` and `S > 0`. -/
def mismatch (S z d : ℝ) : ℝ :=
  z * (splRoot z d + 2 * S + 1) / (S * (S + 1) ^ 2 * (splRoot z d + 1)) * (splRoot z d - S) ^ 2

/-- For `z, d > 0` the SPL root exceeds one, and it determines `d` once `z` is known. -/
theorem splRoot_spec {z d : ℝ} (hz : 0 < z) (hd : 0 < d) :
    1 < splRoot z d ∧ d = z * (splRoot z d ^ 2 - 1) / 2 := by
  have hq : 0 < 2 * d / z := by positivity
  constructor
  · unfold splRoot
    rw [Real.lt_sqrt (by norm_num)]
    linarith
  · have h : z * (2 * d / z) = 2 * d := by field_simp
    have hs : splRoot z d ^ 2 = 1 + 2 * d / z := Real.sq_sqrt (by positivity)
    rw [hs]
    linear_combination (-1 / 2) * h

/-- For `z, d > 0` the SPL correlation energy is the integral of the SPL integrand over the
coupling strength from zero to one. -/
theorem integral_splIntegrand {z d : ℝ} (hz : 0 < z) (hd : 0 < d) :
    ∫ l in (0 : ℝ)..1, splIntegrand z d l = splEc z d := by
  have hpos : ∀ l ∈ Set.uIcc (0 : ℝ) 1, 0 < 1 + 2 * (l * d) / z := by
    intro l hl
    rw [Set.uIcc_of_le zero_le_one] at hl
    have h0 : 0 ≤ l := hl.1
    positivity
  -- an explicit antiderivative in the coupling strength
  have hderiv : ∀ l ∈ Set.uIcc (0 : ℝ) 1,
      HasDerivAt (fun x : ℝ => z * (z / d * √(1 + 2 * (x * d) / z) - x))
        (splIntegrand z d l) l := by
    intro l hl
    have h1 : HasDerivAt (fun x : ℝ => 1 + 2 * (x * d) / z) (2 * d / z) l :=
      (((((hasDerivAt_id' l).mul_const d).const_mul 2).div_const z).const_add 1).congr_deriv
        (by ring)
    have h2 := h1.sqrt (hpos l hl).ne'
    have h3 := ((h2.const_mul (z / d)).fun_sub (hasDerivAt_id' l)).const_mul z
    refine h3.congr_deriv ?_
    have hr := (Real.sqrt_pos.2 (hpos l hl)).ne'
    simp only [splIntegrand, splRoot]
    generalize √(1 + 2 * (l * d) / z) = r at hr ⊢
    have h4 : z / d * (2 * d / z / (2 * r)) = 1 / r := by field_simp
    rw [h4]
  have hcont : ContinuousOn (splIntegrand z d) (Set.uIcc (0 : ℝ) 1) := by
    have hroot : Continuous (fun l : ℝ => splRoot z (l * d)) := by
      unfold splRoot
      fun_prop
    change ContinuousOn (fun l : ℝ => z * (1 / splRoot z (l * d) - 1)) _
    exact continuousOn_const.mul ((continuousOn_const.div hroot.continuousOn
      (fun l hl => (Real.sqrt_pos.2 (hpos l hl)).ne')).sub continuousOn_const)
  rw [intervalIntegral.integral_eq_sub_of_hasDerivAt hderiv hcont.intervalIntegrable]
  simp only [splEc, splRoot, one_mul, zero_mul, mul_zero, zero_div, add_zero, Real.sqrt_one]
  ring

/-- Scaling both inputs by `c > 0` scales the SPL correlation energy by `c`. -/
theorem splEc_homogeneous {c : ℝ} (hc : 0 < c) (z d : ℝ) :
    splEc (c * z) (c * d) = c * splEc z d := by
  have h1 : 2 * (c * d) / (c * z) = 2 * d / z := by
    rw [mul_left_comm, mul_div_mul_left _ _ hc.ne']
  have h2 : c * z / (c * d) = z / d := mul_div_mul_left z d hc.ne'
  simp only [splEc, splRoot, h1, h2]
  ring

/-- For `z, d > 0` and any reference root `S > 0`, the SPL correlation energy is a linear function
of `z` and `d` plus the mismatch term. -/
theorem splEc_eq_linear_add_mismatch {z d S : ℝ} (hz : 0 < z) (hd : 0 < d) (hS : 0 < S) :
    splEc z d = -(S - 1) ^ 2 / (S * (S + 1)) * z - 2 / (S * (S + 1) ^ 2) * d
      + mismatch S z d := by
  obtain ⟨h1, h2⟩ := splRoot_spec hz hd
  have hs : splRoot z d + 1 ≠ 0 := by linarith
  -- rationalise the square root in the energy
  have hk : (splRoot z d - 1) * (z / d) = 2 / (splRoot z d + 1) := by
    rw [← mul_div_assoc, div_eq_div_iff hd.ne' hs]
    linear_combination (-2) * h2
  rw [splEc, hk, mismatch]
  generalize splRoot z d = s at h1 h2 hs ⊢
  subst h2
  have hS1 : S + 1 ≠ 0 := by linarith
  field_simp
  ring

/-- For `z > 0` and `S > 0` the mismatch is nonnegative, and it vanishes exactly when the
fragment has SPL root `S`. -/
theorem mismatch_nonneg_and_eq_zero_iff {z S : ℝ} (d : ℝ) (hz : 0 < z) (hS : 0 < S) :
    0 ≤ mismatch S z d ∧ (mismatch S z d = 0 ↔ splRoot z d = S) := by
  have hs : 0 ≤ splRoot z d := Real.sqrt_nonneg _
  have hK : 0 < z * (splRoot z d + 2 * S + 1) / (S * (S + 1) ^ 2 * (splRoot z d + 1)) := by
    positivity
  refine ⟨mul_nonneg hK.le (sq_nonneg _), ?_⟩
  rw [mismatch, mul_eq_zero, or_iff_right hK.ne', pow_eq_zero_iff two_ne_zero, sub_eq_zero]

/-- For a nonempty finite collection of fragments with positive inputs, the sum of the fragment
energies minus the energy of the whole is the sum of the fragment mismatches. -/
theorem size_consistency_error {ι : Type*} {F : Finset ι} (hF : F.Nonempty) {z d : ι → ℝ}
    (hz : ∀ i ∈ F, 0 < z i) (hd : ∀ i ∈ F, 0 < d i) :
    ∑ i ∈ F, splEc (z i) (d i) - splEc (∑ i ∈ F, z i) (∑ i ∈ F, d i)
      = ∑ i ∈ F, mismatch (splRoot (∑ i ∈ F, z i) (∑ i ∈ F, d i)) (z i) (d i) := by
  have hZ := sum_pos hz hF
  have hD := sum_pos hd hF
  have hS := zero_lt_one.trans (splRoot_spec hZ hD).1
  have key := fun i (hi : i ∈ F) => splEc_eq_linear_add_mismatch (hz i hi) (hd i hi) hS
  have tot := splEc_eq_linear_add_mismatch hZ hD hS
  have h0 : mismatch (splRoot (∑ i ∈ F, z i) (∑ i ∈ F, d i)) (∑ i ∈ F, z i) (∑ i ∈ F, d i) = 0 :=
    (mismatch_nonneg_and_eq_zero_iff _ hZ hS).2.2 rfl
  -- the linear parts add up to the energy of the whole
  rw [sum_congr rfl key, tot, h0, sum_add_distrib, sum_sub_distrib, ← mul_sum, ← mul_sum]
  ring

/-- For a nonempty finite collection of fragments with positive inputs, the SPL energy of the
whole is at most the sum of the fragment energies, with equality exactly when all fragments have
the same ratio `d/z`. -/
theorem splEc_subadditive {ι : Type*} {F : Finset ι} (hF : F.Nonempty) {z d : ι → ℝ}
    (hz : ∀ i ∈ F, 0 < z i) (hd : ∀ i ∈ F, 0 < d i) :
    splEc (∑ i ∈ F, z i) (∑ i ∈ F, d i) ≤ ∑ i ∈ F, splEc (z i) (d i) ∧
    (splEc (∑ i ∈ F, z i) (∑ i ∈ F, d i) = ∑ i ∈ F, splEc (z i) (d i) ↔
      ∀ i ∈ F, ∀ j ∈ F, d i / z i = d j / z j) := by
  have hZ := sum_pos hz hF
  have hS := zero_lt_one.trans (splRoot_spec hZ (sum_pos hd hF)).1
  have e := size_consistency_error hF hz hd
  have m := fun i (hi : i ∈ F) => mismatch_nonneg_and_eq_zero_iff (d i) (hz i hi) hS
  have nn := fun i (hi : i ∈ F) => (m i hi).1
  refine ⟨by linarith [sum_nonneg nn], ?_, ?_⟩
  · -- no error: every mismatch vanishes, so all roots agree
    intro h i hi j hj
    rw [h, sub_self] at e
    have h0 := (sum_eq_zero_iff_of_nonneg nn).1 e.symm
    have hij := ((m i hi).2.1 (h0 i hi)).trans ((m j hj).2.1 (h0 j hj)).symm
    have a := (splRoot_spec (hz i hi) (hd i hi)).2
    have b := (splRoot_spec (hz j hj) (hd j hj)).2
    rw [hij] at a
    rw [div_eq_div_iff (hz i hi).ne' (hz j hj).ne']
    linear_combination z j * a - z i * b
  · -- equal ratios: each fragment has the ratio of the whole
    intro h
    have h0 := sum_eq_zero fun i hi => (m i hi).2.2 (by
      have hr : d i / z i = (∑ j ∈ F, d j) / ∑ j ∈ F, z j := by
        rw [div_eq_div_iff (hz i hi).ne' hZ.ne', mul_sum, sum_mul]
        exact sum_congr rfl fun j hj =>
          (div_eq_div_iff (hz i hi).ne' (hz j hj).ne').1 (h i hi j hj)
      simp only [splRoot, mul_div_assoc, hr])
    linarith

/-- The fragments `(1, 4)` and `(1, 12)` have total SPL energy `-7/6`, while the combined system
`(2, 16)` has the strictly lower energy `(√17 - 9)/4`. -/
theorem splEc_not_size_consistent :
    splEc 1 4 + splEc 1 12 = -7 / 6 ∧ splEc 2 16 = (√17 - 9) / 4 ∧
      splEc 2 16 < splEc 1 4 + splEc 1 12 := by
  have r1 : splRoot 1 4 = 3 := by
    rw [splRoot, show (1 + 2 * 4 / 1 : ℝ) = 3 ^ 2 by norm_num, Real.sqrt_sq (by norm_num)]
  have r2 : splRoot 1 12 = 5 := by
    rw [splRoot, show (1 + 2 * 12 / 1 : ℝ) = 5 ^ 2 by norm_num, Real.sqrt_sq (by norm_num)]
  have r3 : splRoot 2 16 = √17 := by
    rw [splRoot, show (1 + 2 * 16 / 2 : ℝ) = 17 by norm_num]
  have h1 : splEc 1 4 + splEc 1 12 = -7 / 6 := by
    rw [splEc, splEc, r1, r2]
    norm_num
  have h2 : splEc 2 16 = (√17 - 9) / 4 := by
    rw [splEc, r3]
    ring
  have h3 : √(17 : ℝ) < 13 / 3 := (Real.sqrt_lt' (by norm_num)).2 (by norm_num)
  exact ⟨h1, h2, by rw [h1, h2]; linarith⟩

end

end SPLCorrelation
```

```lean
#print axioms SPLCorrelation.integral_splIntegrand
#print axioms SPLCorrelation.splEc_homogeneous
#print axioms SPLCorrelation.splEc_subadditive
#print axioms SPLCorrelation.splEc_not_size_consistent
```

```
'SPLCorrelation.integral_splIntegrand' depends on axioms: [propext, Classical.choice, Quot.sound]
'SPLCorrelation.splEc_homogeneous' depends on axioms: [propext, Classical.choice, Quot.sound]
'SPLCorrelation.splEc_subadditive' depends on axioms: [propext, Classical.choice, Quot.sound]
'SPLCorrelation.splEc_not_size_consistent' depends on axioms: [propext, Classical.choice, Quot.sound]
```

## Two numbers per fragment

The adiabatic connection writes the correlation energy as an integral over a coupling strength $l$, which runs from $0$ (no electron repulsion) to $1$ (full repulsion) at fixed density. The SPL model replaces the unknown integrand by an interpolation with two inputs:

$$w(l) = z\left(\frac{1}{\sqrt{1+2ld/z}}-1\right),\qquad z,d>0.$$

At $l=0$ this is zero, its slope there is $-d$, and it tends to $-z$ as $l\to\infty$. So $z$ is the total drop of the integrand from zero to infinite coupling, and $d$ is minus its initial slope, which second-order perturbation theory supplies. In the file, `splIntegrand z d l` is $w(l)$, and `splRoot z d` is the square root at full coupling,

$$s=\sqrt{1+2d/z}.$$

The energy `splEc z d` is the closed form

$$E_c(z,d)=z\left((s-1)\frac{z}{d}-1\right).$$

The theorem `integral_splIntegrand` ties it to the model: for positive inputs it equals $\int_0^1 w(l)\,dl$.

## What is stated about the whole and its parts

`splEc_homogeneous` says that $E_c(cz,cd)=c\,E_c(z,d)$ for every $c>0$. With $c=N$ this is extensivity: $N$ identical fragments have $N$ times the energy of one.

For unlike fragments, `F` is a nonempty finite set of labels, and fragment $i$ has inputs `z i` and `d i`, both positive. The whole system gets the inputs

$$Z=\sum_{i\in F}z_i,\qquad D=\sum_{i\in F}d_i.$$

Here the physics of separation enters. Additive inputs stand for fragments so far apart that they no longer interact, with each input calculated by a method that is itself size consistent. The file assumes this by inserting the sums; it does not derive it from a Hamiltonian or a density.

`splEc_subadditive` then states

$$E_c(Z,D)\le\sum_{i\in F}E_c(z_i,d_i),$$

with equality exactly when $d_i/z_i=d_j/z_j$ for all $i,j\in F$. The sharper `size_consistency_error` gives the difference between the right and left sides as a sum of explicit terms, one per fragment, called `mismatch`. Finally, `splEc_not_size_consistent` exhibits two fragments for which the inequality is strict.

If the inputs along a dissociation curve become additive at large separation, the separated limit of the SPL correlation energy therefore lies below the sum of the separately calculated fragment correlation energies whenever the ratios differ, and the offset can be evaluated from the fragment inputs alone.

The inputs are plain real numbers in any common energy unit. Nothing is said about how well SPL approximates the true correlation energy, or about fragments at finite distance. The positivity hypotheses also exclude a one-electron fragment, for which the exact drop and slope are both zero.

## The integral and the scaling law

An antiderivative of $w$ is

$$z\left(\frac{z}{d}\sqrt{1+2ld/z}-l\right),$$

because the derivative of the root with respect to $l$ is $(d/z)/\sqrt{1+2ld/z}$, and the factor $z/d$ cancels $d/z$. Its value at $l=1$ minus its value at $l=0$ is

$$z\left(\frac{z}{d}s-1\right)-z\,\frac{z}{d}=z\left((s-1)\frac{z}{d}-1\right)=E_c(z,d).$$

The proof of `integral_splIntegrand` follows this calculation. `hpos` keeps the expression under the root positive on the interval, `hderiv` verifies the derivative, and `hcont` supplies the continuity that makes the integrand integrable. The fundamental theorem of calculus then leaves the difference of the endpoint values.

Homogeneity is shorter. Scaling both inputs by $c$ leaves $d/z$ and $z/d$ unchanged, so only the prefactor $z$ changes. These two unchanged ratios are `h1` and `h2` in the proof of `splEc_homogeneous`.

## A linear function plus a square

Squaring the definition of $s$ gives

$$d=\frac{z(s^2-1)}{2},$$

and $s>1$ because $d/z>0$. These are the two halves of `splRoot_spec`. It follows that

$$(s-1)\frac{z}{d}=\frac{2(s-1)}{s^2-1}=\frac{2}{s+1},\qquad E_c=z\left(\frac{2}{s+1}-1\right).$$

Now fix a reference root $S>0$ and expand the energy per unit of $z$ around it. Put $x=d/z=(s^2-1)/2$ and $f(x)=2/(s+1)-1$. Since $dx/ds=s$,

$$\frac{df}{dx}=-\frac{2}{s(s+1)^2}.$$

The tangent to $f$ at $s=S$ has this slope with $s$ replaced by $S$. Its intercept at $x=0$ is

$$\frac{1-S}{S+1}+\frac{2}{S(S+1)^2}\cdot\frac{S^2-1}{2}
=\frac{S-1}{S+1}\left(\frac1S-1\right)=-\frac{(S-1)^2}{S(S+1)}.$$

What remains after subtracting the tangent is

$$\frac{2}{s+1}-\frac{2}{S+1}+\frac{s^2-S^2}{S(S+1)^2}
=\frac{(s-S)\left[(s+S)(s+1)-2S(S+1)\right]}{S(S+1)^2(s+1)}.$$

The bracket factors as $(s-S)(s+2S+1)$. Multiplying everything by $z$ gives

$$E_c(z,d)=-\frac{(S-1)^2}{S(S+1)}\,z-\frac{2}{S(S+1)^2}\,d+m_S(z,d),$$

$$m_S(z,d)=\frac{z(s+2S+1)}{S(S+1)^2(s+1)}\,(s-S)^2.$$

The last expression is `mismatch S z d`, and the identity is `splEc_eq_linear_add_mismatch`. Lean does not need the tangent as motivation. In that proof, `hk` establishes $(s-1)z/d=2/(s+1)$, `subst h2` replaces $d$ by $z(s^2-1)/2$, and `field_simp` followed by `ring` checks the resulting identity between rational functions.

For $z,S>0$, the factor in front of the square is positive because $s\ge0$. Hence $m_S\ge0$, and it vanishes exactly when $s=S$. This is `mismatch_nonneg_and_eq_zero_iff`, where `hK` is the positivity of that factor.

## Summing over fragments

Take $S=\sqrt{1+2D/Z}$, the root of the whole system. Applying the identity to each fragment and adding gives

$$\sum_{i\in F}E_c(z_i,d_i)=-\frac{(S-1)^2}{S(S+1)}Z-\frac{2}{S(S+1)^2}D+\sum_{i\in F}m_S(z_i,d_i).$$

Applied to the whole, the identity has the same linear part and no remainder, since the whole has root $S$ by definition. Subtraction leaves

$$\sum_{i\in F}E_c(z_i,d_i)-E_c(Z,D)=\sum_{i\in F}m_S(z_i,d_i).$$

In the proof of `size_consistency_error`, `key` is the identity for each fragment, `tot` is the identity for the whole, and `h0` is the vanishing of the whole's own mismatch. The nonemptiness of `F` is used to make $Z$ and $D$ positive.

The right side is a sum of nonnegative terms, which proves the inequality in `splEc_subadditive`. If equality holds, every term is zero, so every fragment has root $S$. For two fragments $i$ and $j$, equal roots together with $d=z(s^2-1)/2$ give $d_i/z_i=d_j/z_j$; the closing `linear_combination` performs this elimination in cross-multiplied form.

Conversely, suppose that all ratios have the common value $r$. Then $d_i=rz_i$ for each $i$, hence $D=rZ$, and each fragment has the same root as the whole. All mismatches vanish and the energies add. Lean obtains the ratio of the whole in `hr` by summing the cross-multiplied equalities over $j$. A single fragment satisfies the condition trivially, and its energy is then compared with itself.

## Two fragments with equal drops

Take $(z,d)=(1,4)$ and $(1,12)$. Their roots are $\sqrt9=3$ and $\sqrt{25}=5$, so

$$E_c(1,4)+E_c(1,12)=\left(\frac24-1\right)+\left(\frac26-1\right)=-\frac12-\frac23=-\frac76.$$

The combined system has inputs $(2,16)$ and root $\sqrt{17}$. Its energy is

$$E_c(2,16)=2\left(\frac{\sqrt{17}-1}{8}-1\right)=\frac{\sqrt{17}-9}{4}\approx-1.219,$$

which is below $-7/6\approx-1.167$. The strict inequality is equivalent to $\sqrt{17}<13/3$, and this holds because $17<169/9$. In `splEc_not_size_consistent`, `r1`, `r2` and `r3` are the three roots, `h1` and `h2` are the two energies, and `h3` is the bound on $\sqrt{17}$.

The drops of the two fragments are equal, but their initial slopes differ by a factor of three. That difference in ratio is enough to make the combined energy about $0.053$ units too low. The inputs were chosen to give simple roots, so this number is not an estimate of the error in real molecules.
